# Displaced harmonic modes: relaxation energy $\sum_j S_j\hbar w_j$ and squared ground-state overlap $e^{-\sum_j S_j}$

A vibrational ground state can be introduced as the lowest eigenvector of a Hamiltonian or as an explicit function. Here it is an explicit real Gaussian with its prefactor, so that an overlap is an ordinary integral over the mode coordinates. The Schrödinger equation is then proved for a single mode, and the normalization for the product over all modes.

## Completing the square and merging Gaussians

Take finitely many modes in mass-weighted coordinates $q_j$, with frequencies $w_j>0$ and $\hbar>0$. The excited surface is

$$V(q)=\sum_j\left(\tfrac12 w_j^2q_j^2-g_jq_j\right),$$

where $g_j$ is the force along mode $j$ at the origin, the ground-state geometry. Put $d_j=g_j/w_j^2$ and $S_j=g_j^2/(2\hbar w_j^3)$, the Huang–Rhys factor. Since $g_j^2/(2w_j^2)=S_j\hbar w_j$, completing the square gives

$$V(q)=\sum_j\tfrac12w_j^2(q_j-d_j)^2-\sum_jS_j\hbar w_j.$$

The squares all vanish only at $q=d$, which is therefore the strict minimum. As $V(0)=0$, the relaxation energy is $V(0)-V(d)=\sum_jS_j\hbar w_j$.

For one mode, dropping the index, let

$$\varphi_d(x)=\left(\frac{w}{\pi\hbar}\right)^{1/4}e^{-w(x-d)^2/(2\hbar)}.$$

Differentiating twice gives $\varphi_d''=\left(w^2(x-d)^2/\hbar^2-w/\hbar\right)\varphi_d$. Hence

$$-\tfrac{\hbar^2}{2}\varphi_d''=\left(\tfrac12\hbar w-\tfrac12w^2(x-d)^2\right)\varphi_d.$$

Adding the potential $\tfrac12w^2(x-d)^2-S\hbar w$ leaves the energy $\hbar w(\tfrac12-S)$.

For two centers $a$ and $b$,

$$(x-a)^2+(x-b)^2=2\left(x-\tfrac{a+b}2\right)^2+\tfrac12(a-b)^2,$$

so the product of the two states is

$$\varphi_a\varphi_b=\sqrt{\frac{w}{\pi\hbar}}\;e^{-w(a-b)^2/(4\hbar)}\,e^{-w(x-(a+b)/2)^2/\hbar}.$$

The last factor integrates to $\sqrt{\pi\hbar/w}$, which leaves $\int\varphi_a\varphi_b\,dx=e^{-w(a-b)^2/(4\hbar)}$. Equal centers give norm 1. Centers $0$ and $d$ give the squared overlap $e^{-wd^2/(2\hbar)}=e^{-S}$. For product states the integral factorizes, and the exponents add to $-\sum_jS_j$.

If the surface of the electronic ground state is $\sum_j\tfrac12w_j^2q_j^2$, with the same modes and the same frequency $w_j$ for each mode as on the excited surface, then $e^{-\sum_jS_j}$ is the Franck–Condon factor of the transition between the two vibrational ground states.

## The surface and the states in Lean

The modes are labelled by a finite type `ι`, and a geometry is a function `ι → ℝ`.

```lean
import Mathlib

open MeasureTheory Real

namespace DisplacedOscillators

noncomputable section

variable {ι : Type*} [Fintype ι]
```

The surface omits the constant electronic excitation energy, which shifts all energies on the surface equally and leaves the position of the minimum, the relaxation energy and the overlaps unchanged.

```lean
/-- The excited-state surface in mass-weighted coordinates: harmonic modes of frequencies `w j`
with linear couplings `g j`. -/
def excitedSurface (w g q : ι → ℝ) : ℝ :=
  ∑ j, (w j ^ 2 * q j ^ 2 / 2 - g j * q j)
```

The displacement and the Huang–Rhys factor are defined for a single mode.

```lean
/-- The displacement `g / w²` of a mode with linear coupling `g` and frequency `w ≠ 0`. -/
def displacement (w g : ℝ) : ℝ := g / w ^ 2

/-- The Huang-Rhys factor `g² / (2 ℏ w³)` of a mode, for `ℏ ≠ 0` and `w ≠ 0`. -/
def huangRhys (ℏ w g : ℝ) : ℝ := g ^ 2 / (2 * ℏ * w ^ 3)
```

The nested square root in `groundState` is the fourth root in the prefactor.

```lean
/-- The Gaussian ground state of an oscillator of frequency `w > 0` centered at `d`,
for `ℏ > 0`. -/
def groundState (ℏ w d x : ℝ) : ℝ :=
  √(√(w / (π * ℏ))) * exp (-(w * (x - d) ^ 2 / (2 * ℏ)))

/-- The many-mode vibrational state: a product of Gaussians centered at `d j`,
for `ℏ > 0` and all `w j > 0`. -/
def productState (ℏ : ℝ) (w d q : ι → ℝ) : ℝ :=
  ∏ j, groundState ℏ (w j) (d j) (q j)
```

## Minimum and relaxation energy

The first theorem is the completed square, checked mode by mode: `field_simp` clears the denominators and `ring` compares the polynomials.

```lean
/-- For positive `ℏ` and frequencies, the excited surface is a sum of displaced parabolas,
lowered by the sum of `S ℏ w` over the modes. -/
theorem excitedSurface_eq {ℏ : ℝ} (hℏ : 0 < ℏ) {w : ι → ℝ} (hw : ∀ j, 0 < w j)
    (g q : ι → ℝ) :
    excitedSurface w g q =
      ∑ j, w j ^ 2 * (q j - displacement (w j) (g j)) ^ 2 / 2
        - ∑ j, huangRhys ℏ (w j) (g j) * ℏ * w j := by
  rw [← Finset.sum_sub_distrib]
  refine Finset.sum_congr rfl fun j _ => ?_
  have h1 := (hw j).ne'
  have h2 := hℏ.ne'
  unfold displacement huangRhys
  field_simp
  ring
```

A geometry other than $d$ differs from it in some mode, whose square is then positive. The proof sets $\hbar=1$, because the surface does not contain $\hbar$.

Positive frequencies matter here: a single mode with $w=0$ and $g=1$ has the surface $-q$, which is unbounded below and has no minimum.

```lean
/-- For positive frequencies, the excited surface is strictly higher at every other geometry
than at the displaced one. -/
theorem excitedSurface_strict_min {w : ι → ℝ} (hw : ∀ j, 0 < w j) (g q : ι → ℝ)
    (hq : q ≠ fun j => displacement (w j) (g j)) :
    excitedSurface w g (fun j => displacement (w j) (g j)) < excitedSurface w g q := by
  rw [excitedSurface_eq one_pos hw, excitedSurface_eq one_pos hw g q]
  -- some mode is away from its minimum and costs energy
  obtain ⟨j, hj⟩ := Function.ne_iff.mp hq
  have hpos : 0 < ∑ j, w j ^ 2 * (q j - displacement (w j) (g j)) ^ 2 / 2 := by
    refine Finset.sum_pos' (fun i _ => by positivity) ⟨j, Finset.mem_univ j, ?_⟩
    have h1 := hw j
    have h2 : q j - displacement (w j) (g j) ≠ 0 := sub_ne_zero.mpr hj
    positivity
  have hzero : ∑ j, w j ^ 2 * (displacement (w j) (g j) - displacement (w j) (g j)) ^ 2 / 2
      = 0 := Finset.sum_eq_zero fun i _ => by ring
  linarith
```

Evaluating the completed square at $d$ gives the relaxation energy.

```lean
/-- For positive `ℏ` and frequencies, the energy released on the excited surface between the
origin and the displaced geometry is the sum of `S ℏ w` over the modes. -/
theorem relaxation_energy {ℏ : ℝ} (hℏ : 0 < ℏ) {w : ι → ℝ} (hw : ∀ j, 0 < w j)
    (g : ι → ℝ) :
    excitedSurface w g 0 - excitedSurface w g (fun j => displacement (w j) (g j)) =
      ∑ j, huangRhys ℏ (w j) (g j) * ℏ * w j := by
  have h0 : excitedSurface w g 0 = 0 := by simp [excitedSurface]
  have hzero : ∑ j, w j ^ 2 * (displacement (w j) (g j) - displacement (w j) (g j)) ^ 2 / 2
      = 0 := Finset.sum_eq_zero fun i _ => by ring
  rw [h0, excitedSurface_eq hℏ hw, hzero]
  ring
```

## The Schrödinger equation of one mode

The step `key` computes the second derivative for an arbitrary center; the rest is algebra. Setting $g=0$ gives the undisplaced oscillator with energy $\hbar w/2$. The theorem establishes an eigenvalue equation; that this eigenvalue is the lowest is a textbook fact that is not proved here.

```lean
/-- For positive `ℏ` and `w`, the displaced Gaussian solves the Schrödinger equation of one mode
of the excited surface, with energy `ℏ w (1/2 - S)`. -/
theorem groundState_schrodinger {ℏ w : ℝ} (hℏ : 0 < ℏ) (hw : 0 < w) (g x : ℝ) :
    -(ℏ ^ 2 / 2) * deriv (deriv (groundState ℏ w (displacement w g))) x
        + (w ^ 2 * x ^ 2 / 2 - g * x) * groundState ℏ w (displacement w g) x =
      ℏ * w * (1 / 2 - huangRhys ℏ w g) * groundState ℏ w (displacement w g) x := by
  have key : ∀ d, deriv (deriv (groundState ℏ w d)) x =
      ((w * (x - d) / ℏ) ^ 2 - w / ℏ) * groundState ℏ w d x := by
    intro d
    -- first derivative of the Gaussian
    have h1 : ∀ y, HasDerivAt (groundState ℏ w d)
        (-(w * (y - d) / ℏ) * groundState ℏ w d y) y := by
      intro y
      have he : HasDerivAt (fun y => -(w * (y - d) ^ 2 / (2 * ℏ))) (-(w * (y - d) / ℏ)) y :=
        (((((hasDerivAt_id' y).sub_const d).fun_pow 2).const_mul w).div_const
          (2 * ℏ)).fun_neg.congr_deriv (by ring)
      have h : HasDerivAt (groundState ℏ w d) _ y :=
        he.exp.const_mul (√(√(w / (π * ℏ))))
      exact h.congr_deriv (by unfold groundState; ring)
    have h2 : deriv (groundState ℏ w d) = fun y => -(w * (y - d) / ℏ) * groundState ℏ w d y :=
      funext fun y => (h1 y).deriv
    -- second derivative by the product rule
    have h3 := ((((hasDerivAt_id' x).sub_const d).const_mul w).div_const ℏ).fun_neg.fun_mul
      (h1 x)
    rw [h2, h3.deriv]
    ring
  rw [key]
  generalize groundState ℏ w (displacement w g) x = p
  unfold displacement huangRhys
  field_simp
  ring
```

## Overlap integrals

In the one-mode overlap, `hpt` is the merging of two Gaussians at their midpoint. Translation invariance then moves the center to the origin, where the Gaussian integral applies.

```lean
/-- For positive `ℏ` and `w`, the overlap integral of two Gaussian ground states centered at `a`
and `b` is `exp (-w (a - b)² / (4 ℏ))`. -/
theorem groundState_overlap {ℏ w : ℝ} (hℏ : 0 < ℏ) (hw : 0 < w) (a b : ℝ) :
    ∫ x, groundState ℏ w a x * groundState ℏ w b x =
      exp (-(w * (a - b) ^ 2 / (4 * ℏ))) := by
  -- the product is a single Gaussian centered at the midpoint
  have hpt : ∀ x, groundState ℏ w a x * groundState ℏ w b x =
      (exp (-(w * (a - b) ^ 2 / (4 * ℏ))) * √(w / (π * ℏ)))
        * exp (-(w / ℏ) * (x - (a + b) / 2) ^ 2) := by
    intro x
    have hc : √(√(w / (π * ℏ))) * √(√(w / (π * ℏ))) = √(w / (π * ℏ)) :=
      Real.mul_self_sqrt (Real.sqrt_nonneg _)
    have he : exp (-(w * (x - a) ^ 2 / (2 * ℏ))) * exp (-(w * (x - b) ^ 2 / (2 * ℏ))) =
        exp (-(w * (a - b) ^ 2 / (4 * ℏ))) * exp (-(w / ℏ) * (x - (a + b) / 2) ^ 2) := by
      rw [← Real.exp_add, ← Real.exp_add]
      congr 1
      ring
    unfold groundState
    rw [mul_mul_mul_comm, hc, he]
    ring
  simp_rw [hpt]
  rw [integral_const_mul,
    integral_sub_right_eq_self (fun x => exp (-(w / ℏ) * x ^ 2)) ((a + b) / 2),
    integral_gaussian, mul_assoc, ← Real.sqrt_mul (by positivity)]
  have h1 : w / (π * ℏ) * (π / (w / ℏ)) = 1 := by
    have := Real.pi_pos.ne'
    field_simp
  rw [h1, Real.sqrt_one, mul_one]
```

For many modes, the integral of a product over independent coordinates is the product of the integrals.

```lean
/-- For positive `ℏ` and frequencies, the overlap integral of two many-mode states is the
exponential of minus the sum of `w (a - b)² / (4 ℏ)` over the modes. -/
theorem productState_overlap {ℏ : ℝ} (hℏ : 0 < ℏ) {w : ι → ℝ} (hw : ∀ j, 0 < w j)
    (a b : ι → ℝ) :
    ∫ q, productState ℏ w a q * productState ℏ w b q =
      exp (-∑ j, w j * (a j - b j) ^ 2 / (4 * ℏ)) := by
  simp_rw [productState, ← Finset.prod_mul_distrib]
  -- the integral factorizes over the modes
  rw [integral_fintype_prod_volume_eq_prod
      (fun j x => groundState ℏ (w j) (a j) x * groundState ℏ (w j) (b j) x),
    ← Finset.sum_neg_distrib, Real.exp_sum]
  exact Finset.prod_congr rfl fun j _ => groundState_overlap hℏ (hw j) _ _
```

Equal centers make the exponent zero, which gives normalization.

```lean
/-- For positive `ℏ` and frequencies, the many-mode states are normalized. -/
theorem productState_normalized {ℏ : ℝ} (hℏ : 0 < ℏ) {w : ι → ℝ} (hw : ∀ j, 0 < w j)
    (d : ι → ℝ) : ∫ q, productState ℏ w d q ^ 2 = 1 := by
  simp only [sq]
  rw [productState_overlap hℏ hw]
  simp
```

## From displacements to Huang–Rhys factors

The identity $S=wd^2/(2\hbar)$ connects the overlap exponent to the coupling.

```lean
/-- For positive `ℏ` and `w`, the Huang-Rhys factor is `w d² / (2 ℏ)` with `d` the displacement
of the mode. -/
theorem huangRhys_eq {ℏ w : ℝ} (hℏ : 0 < ℏ) (hw : 0 < w) (g : ℝ) :
    huangRhys ℏ w g = w * displacement w g ^ 2 / (2 * ℏ) := by
  unfold huangRhys displacement
  field_simp
```

Squaring the overlap doubles its exponent, from $-wd^2/(4\hbar)$ to $-S$.

```lean
/-- For positive `ℏ` and `w`, the squared overlap of the ground states of one mode centered at
the origin and at the displacement is `exp (-S)`. -/
theorem sq_overlap_mode {ℏ w : ℝ} (hℏ : 0 < ℏ) (hw : 0 < w) (g : ℝ) :
    (∫ x, groundState ℏ w 0 x * groundState ℏ w (displacement w g) x) ^ 2 =
      exp (-huangRhys ℏ w g) := by
  rw [groundState_overlap hℏ hw, huangRhys_eq hℏ hw, ← Real.exp_nat_mul]
  congr 1
  ring
```

The many-mode theorem does the same inside the sum. Both states are products of harmonic-oscillator Gaussians with the same `w` and the same coordinates, so frequency changes, mode mixing and anharmonicity are not covered.

```lean
/-- For positive `ℏ` and frequencies, the squared overlap of the many-mode ground states centered
at the origin and at the displaced geometry is `exp (-∑ S)`. -/
theorem sq_overlap_all_modes {ℏ : ℝ} (hℏ : 0 < ℏ) {w : ι → ℝ} (hw : ∀ j, 0 < w j)
    (g : ι → ℝ) :
    (∫ q, productState ℏ w 0 q
        * productState ℏ w (fun j => displacement (w j) (g j)) q) ^ 2 =
      exp (-∑ j, huangRhys ℏ (w j) (g j)) := by
  rw [productState_overlap hℏ hw, ← Real.exp_nat_mul]
  congr 1
  rw [mul_neg, Finset.mul_sum]
  congr 1
  refine Finset.sum_congr rfl fun j _ => ?_
  rw [huangRhys_eq hℏ (hw j), Pi.zero_apply]
  ring

end

end DisplacedOscillators
```

```lean
#print axioms DisplacedOscillators.groundState_schrodinger
#print axioms DisplacedOscillators.productState_normalized
#print axioms DisplacedOscillators.sq_overlap_mode
#print axioms DisplacedOscillators.sq_overlap_all_modes
```

```
'DisplacedOscillators.groundState_schrodinger' depends on axioms: [propext, Classical.choice, Quot.sound]
'DisplacedOscillators.productState_normalized' depends on axioms: [propext, Classical.choice, Quot.sound]
'DisplacedOscillators.sq_overlap_mode' depends on axioms: [propext, Classical.choice, Quot.sound]
'DisplacedOscillators.sq_overlap_all_modes' depends on axioms: [propext, Classical.choice, Quot.sound]
```
